# Bohr–Sommerfeld quantisation gives Morse levels quadratic in v + 1/2 below dissociation

Q: Use the Morse level formula without its range of validity and it produces levels that do not exist. Take a particle of mass m in the potential V(x) = D(1 − exp(−ax))², with well depth D and range parameter a. For quantum number v = 0, 1, 2, … the formula reads

E_v = ħω(v + 1/2) − (ħω(v + 1/2))²/(4D), with ω = a√(2D/m).

In units with ħ = m = a = 1 and D = 2, it gives 7/8, 15/8, 15/8, 7/8 for v = 0, 1, 2, 3. All four lie below dissociation, yet the last two are spurious. Does your formal statement notice, or is the formula simply put in by definition?

A: The formula is a definition, but so is the momentum integral, and neither mentions the other. A theorem has to connect them. The potential, turning points and integral come first:

In Lean 4 with Mathlib:

```lean
import Mathlib

open Real

noncomputable section

namespace MorseBohrSommerfeld

/-- The Morse potential with well depth `D` and range parameter `a`. -/
def morseV (D a x : ℝ) : ℝ := D * (1 - exp (-(a * x))) ^ 2

/-- The inner turning point at energy `E`, for `D, a > 0` and `0 < E < D`. -/
def innerTurn (D a E : ℝ) : ℝ := -log (1 + √(E / D)) / a

/-- The outer turning point at energy `E`, for `D, a > 0` and `0 < E < D`. -/
def outerTurn (D a E : ℝ) : ℝ := -log (1 - √(E / D)) / a

/-- The integral of the classical momentum from the inner to the outer turning point,
for `D, a > 0` and `0 < E < D`. -/
def momentumIntegral (m D a E : ℝ) : ℝ :=
  ∫ x in innerTurn D a E..outerTurn D a E, √(2 * m * (E - morseV D a x))
```

`momentumIntegral` is the integral of p = √(2m(E − V)) over half a cycle, from the inner to the outer turning point. The angular frequency ω of small oscillations about the minimum and the level formula are defined separately:

```lean
/-- The frequency `a √(2D/m)`, for `m > 0`. -/
def morseFreq (m D a : ℝ) : ℝ := a * √(2 * D / m)

/-- The Morse level formula, quadratic in `v + 1/2`, for `m, D > 0`. -/
def morseLevel (hbar m D a : ℝ) (v : ℕ) : ℝ :=
  hbar * morseFreq m D a * (v + 1 / 2) - (hbar * morseFreq m D a * (v + 1 / 2)) ^ 2 / (4 * D)
```

All quantities are real numbers without units, except `v`, which is a natural number. `hbar` is an ordinary variable, not a fixed constant.

Q: How do you do the integral by hand?

A: For 0 < E < D, put s = √(E/D), c = √(1 − E/D), K = √(2mD) and u = exp(−ax). Then s² + c² = 1, and p = KR with R = √(s² − (1 − u)²). Since dx = −du/(au), and u falls from 1 + s to 1 − s as x increases,

∫ p dx = (K/a) ∫ R/u du, with u from 1 − s to 1 + s.

A primitive of R/u is

F(u) = R + arcsin((u − 1)/s) − c arcsin(q), with q = (u − c²)/(su).

```lean
/-- The function `F(u) = R + arcsin ((u - 1) / s) - c arcsin ((u - c²) / (s u))` with `R = √(s² - (1
- u)²)`, for `s, u > 0`, `s² + c² = 1` and `|1 - u| ≤ s`. -/
def primitive (s c u : ℝ) : ℝ :=
  √(s ^ 2 - (1 - u) ^ 2) + arcsin ((u - 1) / s) - c * arcsin ((u - c ^ 2) / (s * u))
```

To check it, differentiate term by term. The first term gives (1 − u)/R. The second gives 1/R, because 1 − ((u − 1)/s)² = (R/s)². For the third,

1 − q² = (cR/(su))² and dq/du = c²/(su²),

so arcsin(q) has derivative c/(uR). Altogether

F′(u) = (2 − u − c²/u)/R = (2u − u² − c²)/(uR) = R²/(uR) = R/u.

`arcsin_deriv` supplies the arcsine derivative once the square root is known. In `primitive_deriv`, `e2` and `e3` are the two square identities, and the last two lines are the final simplification.

```lean
/-- The derivative of the arcsine at `q` is `1 / r` when `r > 0` and `1 - q² = r²`. -/
theorem arcsin_deriv {q r : ℝ} (hr : 0 < r) (h : 1 - q ^ 2 = r ^ 2) :
    HasDerivAt arcsin (1 / r) q := by
  have h1 : q ≠ -1 := by
    rintro rfl
    nlinarith [pow_pos hr 2]
  have h2 : q ≠ 1 := by
    rintro rfl
    nlinarith [pow_pos hr 2]
  have h3 := Real.hasDerivAt_arcsin h1 h2
  rwa [h, Real.sqrt_sq hr.le] at h3

/-- Strictly between the turning points, the primitive has derivative
`√(s² - (1 - u)²) / u`. -/
theorem primitive_deriv {s c u : ℝ} (hs : 0 < s) (hc : 0 < c) (hu : 0 < u)
    (hsc : s ^ 2 + c ^ 2 = 1) (hpos : 0 < s ^ 2 - (1 - u) ^ 2) :
    HasDerivAt (primitive s c) (√(s ^ 2 - (1 - u) ^ 2) / u) u := by
  have hR2 := Real.sq_sqrt hpos.le
  have hR := Real.sqrt_pos.2 hpos
  have h0 : HasDerivAt (fun y : ℝ => s ^ 2 - (1 - y) ^ 2) (2 * (1 - u)) u :=
    ((((hasDerivAt_id' u).const_sub 1).fun_pow 2).const_sub (s ^ 2)).congr_deriv (by norm_num)
  have h1 := h0.sqrt hpos.ne'
  generalize √(s ^ 2 - (1 - u) ^ 2) = R at hR2 hR h1 ⊢
  -- the two arcsine terms
  have e2 : 1 - ((u - 1) / s) ^ 2 = (R / s) ^ 2 := by
    have hB : s ^ 2 ≠ 0 := by positivity
    rw [div_pow, div_pow, hR2, eq_div_iff hB, sub_mul, div_mul_cancel₀ _ hB]
    ring
  have e3 : 1 - ((u - c ^ 2) / (s * u)) ^ 2 = (c * R / (s * u)) ^ 2 := by
    have hB : (s * u) ^ 2 ≠ 0 := by positivity
    rw [div_pow, div_pow, mul_pow c R, hR2, eq_div_iff hB, sub_mul, div_mul_cancel₀ _ hB]
    linear_combination (u ^ 2 - c ^ 2) * hsc
  have a2 := arcsin_deriv (show 0 < R / s by positivity) e2
  have b2 := a2.comp u (((hasDerivAt_id' u).sub_const 1).div_const s)
  have h2 : HasDerivAt (fun y => arcsin ((y - 1) / s)) (1 / (R / s) * (1 / s)) u := b2
  have a3 := arcsin_deriv (show 0 < c * R / (s * u) by positivity) e3
  have b3 := a3.comp u (((hasDerivAt_id' u).sub_const (c ^ 2)).fun_div
    ((hasDerivAt_id' u).const_mul s) (show s * u ≠ 0 by positivity))
  have h3 : HasDerivAt (fun y => arcsin ((y - c ^ 2) / (s * y)))
      (1 / (c * R / (s * u)) * ((1 * (s * u) - (u - c ^ 2) * (s * 1)) / (s * u) ^ 2)) u := b3
  refine ((h1.fun_add h2).fun_sub (h3.const_mul c)).congr_deriv ?_
  field_simp
  linear_combination (-1) * hR2 - hsc
```

Q: You typed in the turning points. What if they are wrong?

A: `allowed_iff` rules that out: V(x) ≤ E holds exactly when x lies in the closed interval between them. By hand, V ≤ E means (1 − u)² ≤ s², hence 1 − s ≤ u ≤ 1 + s. Taking logarithms and dividing by −a gives

−log(1 + s)/a ≤ x ≤ −log(1 − s)/a.

The proof takes these steps in both directions.

```lean
/-- The motion at energy `E` is classically allowed exactly between the turning points. -/
theorem allowed_iff {D a E : ℝ} (hD : 0 < D) (ha : 0 < a) (hE : 0 < E) (hED : E < D) (x : ℝ) :
    morseV D a x ≤ E ↔ x ∈ Set.Icc (innerTurn D a E) (outerTurn D a E) := by
  have hs2 : √(E / D) ^ 2 = E / D := Real.sq_sqrt (by positivity)
  have hs : 0 < √(E / D) := Real.sqrt_pos.2 (by positivity)
  have hlt : E / D < 1 := (div_lt_one hD).2 hED
  have hs1 : √(E / D) < 1 := by nlinarith
  have hV : morseV D a x ≤ E ↔ (1 - exp (-(a * x))) ^ 2 ≤ √(E / D) ^ 2 := by
    rw [hs2, le_div_iff₀ hD, morseV, mul_comm]
  rw [hV, Set.mem_Icc, innerTurn, outerTurn, div_le_iff₀ ha, le_div_iff₀ ha]
  generalize √(E / D) = s at hs hs1 ⊢
  have i1 := Real.le_log_iff_exp_le (x := -(a * x)) (show 0 < 1 + s by linarith)
  have i2 := Real.log_le_iff_le_exp (y := -(a * x)) (show 0 < 1 - s by linarith)
  constructor
  · intro h
    have h' := abs_le.1 (abs_le_of_sq_le_sq h hs.le)
    have j1 := i1.2 (by linarith [h'.1])
    have j2 := i2.2 (by linarith [h'.2])
    constructor <;> linarith
  · rintro ⟨h1, h2⟩
    have j1 := i1.1 (by linarith)
    have j2 := i2.1 (by linarith)
    nlinarith
```

Q: At the turning points R vanishes, so your term-by-term derivative divides by zero. Can you still evaluate F there?

A: Yes. The version of the fundamental theorem of calculus used here needs continuity on the closed interval, but the derivative only inside it. The proof applies it to −(K/a)F(exp(−ax)), whose x-derivative is KR by the chain rule. `hcont` provides the continuity.

At u = 1 + s we have R = 0 and both arcsine arguments equal 1, so F = (π/2)(1 − c). At u = 1 − s both arguments equal −1, so F = −(π/2)(1 − c). Therefore

∫ p dx = π(K/a)(1 − c) = π(√(2mD)/a)(1 − √(1 − E/D)).

```lean
/-- The momentum integral between the turning points is `π (√(2mD)/a) (1 - √(1 - E/D))`. -/
theorem momentumIntegral_eq {m D a E : ℝ} (hm : 0 < m) (hD : 0 < D) (ha : 0 < a)
    (hE : 0 < E) (hED : E < D) :
    momentumIntegral m D a E = π * (√(2 * m * D) / a) * (1 - √(1 - E / D)) := by
  have hlt : E / D < 1 := (div_lt_one hD).2 hED
  have hs2 : √(E / D) ^ 2 = E / D := Real.sq_sqrt (by positivity)
  have hs : 0 < √(E / D) := Real.sqrt_pos.2 (by positivity)
  have hc2 : √(1 - E / D) ^ 2 = 1 - E / D := Real.sq_sqrt (by linarith)
  have hc : 0 < √(1 - E / D) := Real.sqrt_pos.2 (by linarith)
  have hDE : D * (E / D) = E := by field_simp
  have hint (x : ℝ) : √(2 * m * (E - morseV D a x)) =
      √(2 * m * D) * √(√(E / D) ^ 2 - (1 - exp (-(a * x))) ^ 2) := by
    rw [← Real.sqrt_mul (by positivity), hs2, morseV]
    congr 1
    linear_combination (-2 * m) * hDE
  simp only [momentumIntegral, hint, innerTurn, outerTurn]
  have hsc : √(E / D) ^ 2 + √(1 - E / D) ^ 2 = 1 := by rw [hs2, hc2]; ring
  have hs1 : √(E / D) < 1 := by nlinarith
  generalize √(E / D) = s at hs hs1 hsc ⊢
  generalize √(1 - E / D) = c at hc hsc ⊢
  generalize √(2 * m * D) = K
  have hp : 0 < 1 + s := by linarith
  have hq : 0 < 1 - s := by linarith
  have hle : -log (1 + s) / a ≤ -log (1 - s) / a := by
    rw [div_le_div_iff_of_pos_right ha]
    linarith [Real.log_le_log hq (show 1 - s ≤ 1 + s by linarith)]
  have hcont : Continuous (fun x => -(K / a) * primitive s c (exp (-(a * x)))) := by
    have h3 : Continuous (fun x => (exp (-(a * x)) - c ^ 2) / (s * exp (-(a * x)))) :=
      Continuous.div (by fun_prop) (by fun_prop) (fun x => by positivity)
    have h2 : Continuous (fun x => (exp (-(a * x)) - 1) / s) := by fun_prop
    have h1 : Continuous (fun x => √(s ^ 2 - (1 - exp (-(a * x))) ^ 2)) := by fun_prop
    exact continuous_const.mul ((h1.add (Real.continuous_arcsin.comp h2)).sub
      (continuous_const.mul (Real.continuous_arcsin.comp h3)))
  -- fundamental theorem of calculus, differentiating only inside the well
  rw [intervalIntegral.integral_eq_sub_of_hasDerivAt_of_le hle hcont.continuousOn
    (fun x hx => ?_) (Continuous.intervalIntegrable (by fun_prop) _ _)]
  · have x1 : -(a * (-log (1 + s) / a)) = log (1 + s) := by field_simp
    have x2 : -(a * (-log (1 - s) / a)) = log (1 - s) := by field_simp
    have q1 : (1 + s - c ^ 2) / (s * (1 + s)) = 1 := by
      rw [div_eq_iff (by positivity)]
      linear_combination -hsc
    have q2 : (1 - s - c ^ 2) / (s * (1 - s)) = -1 := by
      rw [div_eq_iff (by positivity)]
      linear_combination -hsc
    have r1 : (1 + s - 1) / s = 1 := by rw [div_eq_iff hs.ne']; ring
    have r2 : (1 - s - 1) / s = -1 := by rw [div_eq_iff hs.ne']; ring
    have z1 : s ^ 2 - (1 - (1 + s)) ^ 2 = 0 := by ring
    have z2 : s ^ 2 - (1 - (1 - s)) ^ 2 = 0 := by ring
    rw [x1, x2, Real.exp_log hp, Real.exp_log hq, primitive, primitive, q1, q2, r1, r2, z1, z2,
      Real.sqrt_zero, Real.arcsin_neg, Real.arcsin_one]
    ring
  · have hx1 := (div_lt_iff₀ ha).1 hx.1
    have hx2 := (lt_div_iff₀ ha).1 hx.2
    have u1 := (Real.lt_log_iff_exp_lt hp).1 (show -(a * x) < log (1 + s) by linarith)
    have u2 := (Real.log_lt_iff_lt_exp hq).1 (show log (1 - s) < -(a * x) by linarith)
    have he : HasDerivAt (fun y => -(a * y)) (-a) x := by
      simpa using (hasDerivAt_id x).const_mul (-a)
    have hF := primitive_deriv hs hc (exp_pos (-(a * x))) hsc (by nlinarith)
    refine ((hF.comp x he.exp).const_mul (-(K / a))).congr_deriv ?_
    field_simp
```

Q: Now the levels. Where does quantisation enter?

A: As a postulate: the full-cycle action, twice the integral, equals 2πħ(v + 1/2). Physically, the wave must match itself after one cycle, and the 1/2 accounts for the phase shifts at the two smooth turning points. The file works out what this rule implies; it does not derive the rule from the Schrödinger equation. In general the rule is approximate, but for the Morse potential on the whole line it gives the exact bound-state energies.

Write t = ħa(v + 1/2)/K. Cancelling 2π/a turns the condition into K(1 − c) = ħa(v + 1/2), that is, c = 1 − t. Since c > 0, we need t < 1. Squaring gives

E = D(1 − c²) = D(1 − (1 − t)²) = 2Dt − Dt².

Because 2Dt = ħω(v + 1/2), this is the level formula. `morseLevel_eq` proves the completed-square form:

```lean
/-- The level formula is a completed square, measured from the dissociation energy `D`. -/
theorem morseLevel_eq {m D : ℝ} (hm : 0 < m) (hD : 0 < D) (hbar a : ℝ) (v : ℕ) :
    morseLevel hbar m D a v =
      D * (1 - (1 - hbar * a * (v + 1 / 2) / √(2 * m * D)) ^ 2) := by
  have hK : 0 < √(2 * m * D) := Real.sqrt_pos.2 (by positivity)
  have hwK : √(2 * D / m) * √(2 * m * D) = 2 * D := by
    have h : 2 * D / m * (2 * m * D) = (2 * D) ^ 2 := by
      rw [div_mul_eq_mul_div, div_eq_iff hm.ne']
      ring
    rw [← Real.sqrt_mul (by positivity), h, Real.sqrt_sq (by positivity)]
  rw [morseLevel, morseFreq, (eq_div_iff hK.ne').2 hwK]
  field_simp
  ring
```

The main theorem then says that, for m, D, a > 0 and 0 < E < D, the quantisation condition holds if and only if ħa(v + 1/2) < √(2mD) and E equals `morseLevel`. In its proof, `key` cancels the common factors. The forward direction squares c; the reverse takes the square root of (1 − t)², which is 1 − t only because the inequality makes it non-negative.

```lean
/-- Bohr-Sommerfeld quantisation of the Morse oscillator: the full-cycle action is
`2πħ(v + 1/2)` exactly when `ħa(v + 1/2) < √(2mD)` and `E` is given by the level formula. -/
theorem bohr_sommerfeld_iff {m D a E : ℝ} (hm : 0 < m) (hD : 0 < D) (ha : 0 < a)
    (hE : 0 < E) (hED : E < D) (hbar : ℝ) (v : ℕ) :
    2 * momentumIntegral m D a E = 2 * π * hbar * (v + 1 / 2) ↔
      hbar * a * (v + 1 / 2) < √(2 * m * D) ∧ E = morseLevel hbar m D a v := by
  rw [momentumIntegral_eq hm hD ha hE hED, morseLevel_eq hm hD]
  have hK : 0 < √(2 * m * D) := Real.sqrt_pos.2 (by positivity)
  generalize √(2 * m * D) = K at hK ⊢
  have hlt : E / D < 1 := (div_lt_one hD).2 hED
  have hc2 : √(1 - E / D) ^ 2 = 1 - E / D := Real.sq_sqrt (by linarith)
  have hc : 0 < √(1 - E / D) := Real.sqrt_pos.2 (by linarith)
  have hDE : D * (E / D) = E := by field_simp
  have hKa : K / a * a = K := div_mul_cancel₀ _ ha.ne'
  -- the quantisation condition with common factors removed
  have key : 2 * (π * (K / a) * (1 - √(1 - E / D))) = 2 * π * hbar * (v + 1 / 2) ↔
      K * (1 - √(1 - E / D)) = hbar * a * (v + 1 / 2) := by
    have hne : 2 * π ≠ 0 := by positivity
    constructor
    · intro h
      apply mul_left_cancel₀ hne
      linear_combination a * h - 2 * π * (1 - √(1 - E / D)) * hKa
    · intro h
      apply mul_right_cancel₀ ha.ne'
      linear_combination 2 * π * h + 2 * π * (1 - √(1 - E / D)) * hKa
  rw [key]
  constructor
  · intro h
    refine ⟨by nlinarith [mul_pos hK hc], ?_⟩
    rw [← h, mul_div_cancel_left₀ _ hK.ne']
    linear_combination D * hc2 - hDE
  · rintro ⟨h1, h2⟩
    have h3 : E / D = 1 - (1 - hbar * a * (v + 1 / 2) / K) ^ 2 := by
      rw [div_eq_iff hD.ne']
      linear_combination h2
    have h4 : hbar * a * (v + 1 / 2) / K * K = hbar * a * (v + 1 / 2) :=
      div_mul_cancel₀ _ hK.ne'
    rw [h3, sub_sub_cancel, Real.sqrt_sq (sub_nonneg.2 ((div_le_one hK).2 h1.le))]
    linear_combination h4
```

Q: And my spurious levels?

A: In your units K = 2, so the inequality is v + 1/2 < 2, which admits only v = 0 and v = 1. Check E = 15/8: here c = √(1 − 15/16) = 1/4, the integral is 2π(3/4) = 3π/2, and the full-cycle action is 3π = 2π(1 + 1/2). That energy belongs to v = 1. For v = 2 the action would have to be 5π, although the formula returns the same energy.

`level_exists_iff` states the criterion for ħ > 0: a quantised energy strictly between 0 and D exists for v exactly when the inequality holds. One direction follows from the main theorem. For the other, 0 < t < 1 places the formula's value between 0 and D, so that value is the required energy.

```lean
/-- A quantised energy between `0` and `D` exists for the quantum number `v` exactly when
`ħa(v + 1/2) < √(2mD)`. -/
theorem level_exists_iff {hbar m D a : ℝ} (hh : 0 < hbar) (hm : 0 < m) (hD : 0 < D)
    (ha : 0 < a) (v : ℕ) :
    (∃ E, 0 < E ∧ E < D ∧ 2 * momentumIntegral m D a E = 2 * π * hbar * (v + 1 / 2)) ↔
      hbar * a * (v + 1 / 2) < √(2 * m * D) := by
  constructor
  · rintro ⟨E, hE, hED, h⟩
    exact ((bohr_sommerfeld_iff hm hD ha hE hED hbar v).1 h).1
  · intro h
    have hK : 0 < √(2 * m * D) := Real.sqrt_pos.2 (by positivity)
    have ht1 := (div_lt_one hK).2 h
    have ht0 : 0 < hbar * a * (v + 1 / 2) / √(2 * m * D) := by positivity
    have hL := morseLevel_eq hm hD hbar a v
    generalize hbar * a * (v + 1 / 2) / √(2 * m * D) = t at ht0 ht1 hL
    have hE : 0 < morseLevel hbar m D a v := by
      rw [hL]
      exact mul_pos hD (by nlinarith)
    have hED : morseLevel hbar m D a v < D := by
      rw [hL]
      nlinarith [mul_pos hD (pow_pos (sub_pos.2 ht1) 2)]
    exact ⟨_, hE, hED, (bohr_sommerfeld_iff hm hD ha hE hED hbar v).2 ⟨h, rfl⟩⟩
```

Q: What does a spectroscopist get from this?

A: Take a single bond stretch modelled as a one-dimensional Morse oscillator: x is the change in bond length from equilibrium and, for a diatomic molecule, m is the reduced mass of the two atoms. The formula then ties the shrinking gaps between vibrational levels to the well depth. Subtracting neighbouring values of the formula gives

E_(v+1) − E_v = ħω − (ħω)²(v + 1)/(2D).

`level_spacing` proves this by expanding the definition. It is an identity for every v, so it describes physical gaps only when both levels satisfy the inequality. In your example the first gap is 2 − 1 = 1, as it should be; the next comes out as 0, and its upper level is spurious.

In the limit of large D at fixed ω and v, the quadratic term vanishes and the harmonic levels ħω(v + 1/2) return. Rotation and coupling to other modes are absent from the model.

```lean
/-- The spacing of neighbouring values of the level formula is linear in `v`. -/
theorem level_spacing (hbar m D a : ℝ) (v : ℕ) :
    morseLevel hbar m D a (v + 1) - morseLevel hbar m D a v =
      hbar * morseFreq m D a - (hbar * morseFreq m D a) ^ 2 / (2 * D) * (v + 1) := by
  simp only [morseLevel, Nat.cast_add, Nat.cast_one]
  ring

end MorseBohrSommerfeld
```

```lean
#print axioms MorseBohrSommerfeld.allowed_iff
-- 'MorseBohrSommerfeld.allowed_iff' depends on axioms: [propext, Classical.choice, Quot.sound]
#print axioms MorseBohrSommerfeld.bohr_sommerfeld_iff
-- 'MorseBohrSommerfeld.bohr_sommerfeld_iff' depends on axioms: [propext, Classical.choice, Quot.sound]
#print axioms MorseBohrSommerfeld.level_exists_iff
-- 'MorseBohrSommerfeld.level_exists_iff' depends on axioms: [propext, Classical.choice, Quot.sound]
#print axioms MorseBohrSommerfeld.level_spacing
-- 'MorseBohrSommerfeld.level_spacing' depends on axioms: [propext, Classical.choice, Quot.sound]
```
